# Selecting a lowest-diagonal determinant and a coupled partner makes every ground-state Epstein–Nesbet denominator negative

## A denominator that vanishes

Suppose only one determinant r is selected, and an unselected determinant a has the same diagonal energy. The selected energy is then E = H_rr = H_aa, and the second-order Epstein–Nesbet term for a has denominator E − H_aa = 0. If H_ar ≠ 0, the term diverges. If a lies below r instead, the denominator is positive, and with H_ar ≠ 0 the term raises the energy.

Both failures are excluded for the ground state of a selected set S if S contains a determinant r that lies no higher than any outer determinant and couples to another member of S. In selected configuration interaction in a finite determinant basis, this condition can be checked from diagonal entries and one off-diagonal element, before any diagonalisation.

## The selected ground state and its correction

Let H be a Hermitian matrix over finitely many determinants, and let H_SS be its block on S. Let E be the lowest eigenvalue of H_SS and c a normalized eigenvector for it. An outer determinant a ∉ S couples to this state through

V_a = Σ_{i∈S} H_ai c_i,

and the correction is

E₂ = Σ_{a∉S} |V_a|² / (E − H_aa).

Assume that r and s are distinct members of S with H_rs ≠ 0, and that H_rr ≤ H_aa for every a ∉ S. Then E < H_aa for every a ∉ S, and E₂ ≤ 0. Other selected determinants may lie below r.

## Why the coupling pushes E below H_rr

Expand a vector x on S in orthonormal eigenvectors v_j of H_SS, with eigenvalues λ_j ≥ E:

x†(H_SS − E)x = Σ_j (λ_j − E) |v_j†x|² ≥ 0.

So H_SS − E is positive semidefinite. Taking x to be a basis vector gives H_rr − E ≥ 0 and H_ss − E ≥ 0. The two-by-two block on r and s is also positive semidefinite, so its determinant is nonnegative:

|H_rs|² ≤ (H_rr − E)(H_ss − E).

If E were equal to H_rr, the right side would vanish while the left side is positive. Hence E < H_rr ≤ H_aa. Every denominator in E₂ is negative, every numerator is nonnegative, and E₂ ≤ 0.

The same inequality bounds the denominators away from zero. Write x = H_rr − E, y = H_ss − E and d = H_ss − H_rr = y − x, where x and y are now numbers. Then

d² + 4|H_rs|² ≤ (y − x)² + 4xy = (x + y)².

Taking the square root, subtracting d and halving gives

(√(d² + 4|H_rs|²) − d)/2 ≤ x ≤ H_aa − E.

The left side is the distance from H_rr down to the lower level of the two-state problem of r and s. It is positive when H_rs ≠ 0. If s does not lie below r, it is small when the coupling is weak; if s lies below r, it is at least H_rr − H_ss.

Finally, a sum of nonpositive terms is zero only if each term is zero. Since no denominator vanishes, E₂ = 0 exactly when V_a = 0 for all outer a.

## An outer determinant that lies too low

Without the condition on the diagonals, the conclusion can fail. Take S = {1, 2} with H₁₁ = H₂₂ = 0 and H₁₂ = 1, so that E = −1 and c = (1, −1)/√2. Add an outer determinant with H₃₃ = −2, H₃₁ = t ≠ 0 and H₃₂ = 0, where t is real. The denominator is −1 − (−2) = 1, and E₂ = t²/2 is positive.

## How the Lean statement encodes the physics

The type `n` labels the determinants, `H : Matrix n n ℂ` is the Hamiltonian in an orthonormal basis, and `S : Finset n` is the selection. `selectedBlock`, `coupling` and `epsteinNesbet` are H_SS, V_a and E₂. Diagonal energies appear as `(H a a).re`, which loses nothing because a Hermitian diagonal is real.

`IsGroundState` requires normalization, the eigenvalue equation, and that `E` is no larger than any real eigenvalue. The variational principle is therefore derived, not assumed. A ground state could also have been defined as a normalized vector of minimal energy expectation value. Positive semidefiniteness would then follow at once, and the eigenvalue equation would be the part to prove.

In `safe_denominators`, `hmin` compares r with outer determinants only, and `hc` is the nonzero coupling. The strict inequality in the conclusion carries the finiteness: Lean sets division by zero to zero, so the sign of the sum alone would not rule out a vanishing denominator. The theorem concerns the lowest state of the selected block, not excited states, and it does not say how accurate the corrected energy is.

```lean
import Mathlib

open Matrix
open scoped ComplexOrder

namespace SafeEpsteinNesbet

noncomputable section

/-- A normalized eigenvector `c` of `A` whose energy `E` is the lowest eigenvalue. -/
structure IsGroundState {m : Type*} [Fintype m] (A : Matrix m m ℂ) (E : ℝ) (c : m → ℂ) :
    Prop where
  normalized : ∑ i, ‖c i‖ ^ 2 = 1
  eigen : A *ᵥ c = (E : ℂ) • c
  lowest : ∀ (μ : ℝ) (v : m → ℂ), v ≠ 0 → A *ᵥ v = (μ : ℂ) • v → E ≤ μ

/-- The block of the Hamiltonian between selected determinants. -/
def selectedBlock {n : Type*} (H : Matrix n n ℂ) (S : Finset n) : Matrix S S ℂ :=
  H.submatrix Subtype.val Subtype.val

/-- The matrix element of `H` between a determinant `a` and the selected vector `c`. -/
def coupling {n : Type*} (H : Matrix n n ℂ) (S : Finset n) (c : S → ℂ) (a : n) : ℂ :=
  ∑ i : S, H a i * c i

/-- The second-order Epstein-Nesbet energy correction from the determinants outside `S`. -/
def epsteinNesbet {n : Type*} [Fintype n] [DecidableEq n] (H : Matrix n n ℂ) (S : Finset n)
    (E : ℝ) (c : S → ℂ) : ℝ :=
  ∑ a ∈ Sᶜ, ‖coupling H S c a‖ ^ 2 / (E - (H a a).re)

section Block

variable {m : Type*} [Fintype m] [DecidableEq m] {A : Matrix m m ℂ} {E : ℝ} {c : m → ℂ}

/-- Variational principle: a Hermitian matrix shifted down by its lowest eigenvalue is
positive semidefinite. -/
theorem shifted_posSemidef (hA : A.IsHermitian) (h : IsGroundState A E c) :
    (A - (E : ℂ) • (1 : Matrix m m ℂ)).PosSemidef := by
  have h1 : ((E : ℂ) • (1 : Matrix m m ℂ)).IsHermitian := by
    rw [Matrix.IsHermitian, conjTranspose_smul, conjTranspose_one, Complex.star_def,
      Complex.conj_ofReal]
  have hB := hA.sub h1
  rw [hB.posSemidef_iff_eigenvalues_nonneg]
  intro j
  -- an eigenvector of the shifted matrix is an eigenvector of `A`
  have hv := hB.mulVec_eigenvectorBasis j
  have hne : (hB.eigenvectorBasis j).ofLp ≠ 0 := fun h0 =>
    hB.eigenvectorBasis.orthonormal.ne_zero j (PiLp.ext fun i => congrFun h0 i)
  have hle := h.lowest (hB.eigenvalues j + E) _ hne (by
    rw [sub_mulVec, smul_mulVec, one_mulVec] at hv
    rw [sub_eq_iff_eq_add.mp hv]
    ext i
    simp [add_mul])
  show (0 : ℝ) ≤ hB.eigenvalues j
  linarith

/-- The lowest eigenvalue does not exceed any diagonal entry. -/
theorem ground_le_diagonal (hA : A.IsHermitian) (h : IsGroundState A E c) (r : m) :
    E ≤ (A r r).re := by
  have hd := (shifted_posSemidef hA h).diag_nonneg (i := r)
  have h1 := (Complex.le_def.1 hd).1
  simp at h1
  linarith

/-- Level repulsion: the squared coupling of two basis states is at most the product of the
distances of their diagonal energies from the lowest eigenvalue. -/
theorem level_repulsion (hA : A.IsHermitian) (h : IsGroundState A E c) {r s : m}
    (hrs : r ≠ s) :
    ‖A r s‖ ^ 2 ≤ ((A r r).re - E) * ((A s s).re - E) := by
  -- the two-by-two principal minor of the shifted matrix is nonnegative
  have hd : 0 ≤ (A r r - (E : ℂ)) * (A s s - (E : ℂ)) - A r s * A s r := by
    have hdet := ((shifted_posSemidef hA h).submatrix ![r, s]).det_nonneg
    rw [det_fin_two] at hdet
    simpa [Matrix.one_apply, hrs, hrs.symm] using hdet
  have e : A s r = star (A r s) := (hA.apply s r).symm
  have ir : (A r r).im = 0 := Complex.conj_eq_iff_im.1 (hA.apply r r)
  rw [e] at hd
  have h1 := (Complex.le_def.1 hd).1
  simp only [Complex.zero_re, Complex.sub_re, Complex.mul_re, Complex.sub_im,
    Complex.ofReal_re, Complex.ofReal_im, Complex.star_def, Complex.conj_re,
    Complex.conj_im, ir] at h1
  rw [Complex.sq_norm, Complex.normSq_apply]
  nlinarith [h1]

/-- A basis state coupled to another one lies strictly above the lowest eigenvalue. -/
theorem ground_lt_diagonal (hA : A.IsHermitian) (h : IsGroundState A E c) {r s : m}
    (hrs : r ≠ s) (hc : A r s ≠ 0) : E < (A r r).re := by
  refine lt_of_le_of_ne (ground_le_diagonal hA h r) fun heq => ?_
  have h1 := level_repulsion hA h hrs
  have h2 : 0 < ‖A r s‖ ^ 2 := pow_pos (norm_pos_iff.2 hc) 2
  rw [← heq, sub_self, zero_mul] at h1
  linarith

end Block

variable {n : Type*} [Fintype n] [DecidableEq n] {H : Matrix n n ℂ} {S : Finset n}
  {E : ℝ} {c : S → ℂ} {r s : n}

/-- If the selected set contains a determinant `r` with diagonal energy no higher than any
outer one, and `r` couples to another selected determinant, then the selected ground energy is
strictly below every outer diagonal and the Epstein-Nesbet correction is nonpositive. -/
theorem safe_denominators (hH : H.IsHermitian) (h : IsGroundState (selectedBlock H S) E c)
    (hr : r ∈ S) (hs : s ∈ S) (hrs : r ≠ s) (hc : H r s ≠ 0)
    (hmin : ∀ a, a ∉ S → (H r r).re ≤ (H a a).re) :
    (∀ a, a ∉ S → E < (H a a).re) ∧ epsteinNesbet H S E c ≤ 0 := by
  have hlt : E < (H r r).re :=
    ground_lt_diagonal (r := ⟨r, hr⟩) (s := ⟨s, hs⟩) (hH.submatrix _) h
      (fun e => hrs (congrArg Subtype.val e)) hc
  have hout : ∀ a, a ∉ S → E < (H a a).re := fun a ha => hlt.trans_le (hmin a ha)
  refine ⟨hout, Finset.sum_nonpos fun a ha => ?_⟩
  have h1 := hout a (Finset.mem_compl.1 ha)
  exact div_nonpos_of_nonneg_of_nonpos (by positivity) (by linarith)

omit [Fintype n] in
/-- If no outer diagonal energy is below that of the selected determinant `r`, every outer
denominator is at least as large in magnitude as the distance from `H r r` down to the lower level
of the two-state problem of `r` and another selected determinant `s`. -/
theorem denominator_gap (hH : H.IsHermitian) (h : IsGroundState (selectedBlock H S) E c)
    (hr : r ∈ S) (hs : s ∈ S) (hrs : r ≠ s)
    (hmin : ∀ a, a ∉ S → (H r r).re ≤ (H a a).re) {a : n} (ha : a ∉ S) :
    (√(((H s s).re - (H r r).re) ^ 2 + 4 * ‖H r s‖ ^ 2) - ((H s s).re - (H r r).re)) / 2
      ≤ (H a a).re - E := by
  have hB : (selectedBlock H S).IsHermitian := hH.submatrix _
  have h1 : E ≤ (H r r).re := ground_le_diagonal hB h ⟨r, hr⟩
  have h2 : E ≤ (H s s).re := ground_le_diagonal hB h ⟨s, hs⟩
  have h3 : ‖H r s‖ ^ 2 ≤ ((H r r).re - E) * ((H s s).re - E) :=
    level_repulsion (r := ⟨r, hr⟩) (s := ⟨s, hs⟩) hB h
      (fun e => hrs (congrArg Subtype.val e))
  -- the square root is bounded by the sum of the two distances from `E`
  have h4 : √(((H s s).re - (H r r).re) ^ 2 + 4 * ‖H r s‖ ^ 2)
      ≤ ((H r r).re - E) + ((H s s).re - E) :=
    Real.sqrt_le_iff.2 ⟨by linarith, by nlinarith [h3]⟩
  linarith [hmin a ha]

/-- Under the conditions of `safe_denominators`, the Epstein-Nesbet correction vanishes exactly when
the selected ground state couples to no outer determinant. -/
theorem correction_eq_zero_iff (hH : H.IsHermitian)
    (h : IsGroundState (selectedBlock H S) E c)
    (hr : r ∈ S) (hs : s ∈ S) (hrs : r ≠ s) (hc : H r s ≠ 0)
    (hmin : ∀ a, a ∉ S → (H r r).re ≤ (H a a).re) :
    epsteinNesbet H S E c = 0 ↔ ∀ a, a ∉ S → coupling H S c a = 0 := by
  have hout := (safe_denominators hH h hr hs hrs hc hmin).1
  unfold epsteinNesbet
  rw [Finset.sum_eq_zero_iff_of_nonpos fun a ha =>
    div_nonpos_of_nonneg_of_nonpos (by positivity)
      (by linarith [hout a (Finset.mem_compl.1 ha)])]
  constructor
  · intro h0 a ha
    have hne : E - (H a a).re ≠ 0 := (sub_neg.2 (hout a ha)).ne
    rcases div_eq_zero_iff.1 (h0 a (Finset.mem_compl.2 ha)) with h1 | h1
    · exact norm_eq_zero.1 (pow_eq_zero_iff (two_ne_zero)|>.1 h1)
    · exact absurd h1 hne
  · intro h0 a ha
    simp [h0 a (Finset.mem_compl.1 ha)]

omit [Fintype n] [DecidableEq n] in
/-- If `r` is the only selected determinant, an outer determinant with the same diagonal
energy has a vanishing Epstein-Nesbet denominator. -/
theorem singleton_denominator_zero {c : ({r} : Finset n) → ℂ}
    (h : IsGroundState (selectedBlock H {r}) E c) {a : n}
    (hdeg : (H a a).re = (H r r).re) : E - (H a a).re = 0 := by
  let i : ({r} : Finset n) := ⟨r, Finset.mem_singleton_self r⟩
  have hall : ∀ j : ({r} : Finset n), j = i := fun j =>
    Subtype.ext (Finset.mem_singleton.1 j.2)
  have hci : c i ≠ 0 := by
    intro h0
    have hn := h.normalized
    rw [Finset.sum_eq_zero fun j _ => by rw [hall j, h0]; simp] at hn
    exact zero_ne_one hn
  -- the eigenvalue equation has a single component
  have he : ∑ j, selectedBlock H {r} i j * c j = (E : ℂ) * c i := congrFun h.eigen i
  rw [Fintype.sum_eq_single i fun j hj => absurd (hall j) hj] at he
  have h1 : H r r = (E : ℂ) := mul_right_cancel₀ hci he
  rw [hdeg, h1, Complex.ofReal_re, sub_self]

end

end SafeEpsteinNesbet
```

```lean
#print axioms SafeEpsteinNesbet.safe_denominators
-- 'SafeEpsteinNesbet.safe_denominators' depends on axioms: [propext, Classical.choice, Quot.sound]
#print axioms SafeEpsteinNesbet.denominator_gap
-- 'SafeEpsteinNesbet.denominator_gap' depends on axioms: [propext, Classical.choice, Quot.sound]
#print axioms SafeEpsteinNesbet.correction_eq_zero_iff
-- 'SafeEpsteinNesbet.correction_eq_zero_iff' depends on axioms: [propext, Classical.choice, Quot.sound]
#print axioms SafeEpsteinNesbet.singleton_denominator_zero
-- 'SafeEpsteinNesbet.singleton_denominator_zero' depends on axioms: [propext, Classical.choice, Quot.sound]
```

## From the spectral theorem to the sign

`shifted_posSemidef` reduces positive semidefiniteness to the eigenvalues of the shifted matrix. An eigenvector of A − E with eigenvalue λ is an eigenvector of A with eigenvalue λ + E, so the field `lowest` gives E ≤ λ + E. This is the only field of `IsGroundState` that the main theorem uses; its sign argument works for any coefficients in the numerators.

`ground_le_diagonal` reads off the diagonal entries. `level_repulsion` takes the submatrix on `![r, s]`, expands its determinant with `det_fin_two`, and uses Hermiticity to turn the product of off-diagonal entries into |A_rs|². `ground_lt_diagonal` then excludes equality by the contradiction given above.

`safe_denominators` applies this to the selected block, chains the result with `hmin`, and obtains the sign term by term through `Finset.sum_nonpos`. `denominator_gap` repeats the square-root estimate, with `Real.sqrt_le_iff` reducing it to the comparison of squares. It does not assume H_rs ≠ 0, so without coupling its bound may be zero.

`correction_eq_zero_iff` splits the vanishing sum into vanishing terms and uses the strict inequality to conclude that each numerator is zero. `singleton_denominator_zero` treats the opening example: the eigenvalue equation has one component, normalization makes the coefficient nonzero, and cancelling it gives H_rr = E.
